# Every nonsingular integer supercell is reached by successive enlargements of prime index

A crystal simulation often replaces the primitive cell by a larger one, and one can ask whether every such enlargement breaks up into steps of prime index. To state the answer precisely, it helps to distinguish the chosen edge vectors from the lattice of translations they generate. Different edge vectors can generate the same lattice. Here an integer matrix M records the edges, and the supercell proper is the set of translations. Factorisations are stated for M, and the final result is stated for the lattice.

Let a_i be the primitive vectors. The edges of the supercell are

A_j = Σ_i M_ij a_i,

so column j of M holds the primitive coordinates of edge j. If these coordinates are written as rows instead, the resulting matrix is the transpose of this M.

In electronic-structure and phonon calculations on a perfect periodic crystal, a supercell of N primitive cells folds N primitive wavevectors onto each of its own. Prime steps divide that folding into stages, though the theorems below concern translations alone and contain no Hamiltonian.

## Matrices and their translations

```lean
import Mathlib

open Matrix

namespace SupercellPrimeSteps

noncomputable section

variable {n : Type*} [Fintype n] [DecidableEq n]
```

The letter `n` is a finite set of labels for the crystal axes, not the number of dimensions. A vector of type `n → ℤ` assigns an integer coordinate to each axis, and I write ℤⁿ for the set of all such vectors. This is the primitive lattice in its own coordinates. To apply the results to a real crystal, one must supply linearly independent primitive vectors a_i that generate all its translations.

```lean
/-- The translations of the supercell with integer matrix `M`, in primitive coordinates:
all integer combinations of the columns of `M`. -/
def supercell (M : Matrix n n ℤ) : AddSubgroup (n → ℤ) :=
  M.mulVecLin.toAddMonoidHom.range
```

`Matrix n n ℤ` is the type of square integer matrices. The definition `supercell M` is the range of the map y ↦ M y on integer vectors:

supercell M = { M y : y ∈ ℤⁿ }.

The type `AddSubgroup` records that these translations are closed under addition and negation. The definition also accepts singular matrices, whose translations do not span a full cell, so the name is wider there than its usual meaning.

```lean
/-- The elementary enlargement: the identity matrix with row `k` replaced by the entry `p`
at position `k` and `-w i` at every other position `i`. -/
def enlargement (k : n) (p : ℤ) (w : n → ℤ) : Matrix n n ℤ :=
  (1 : Matrix n n ℤ).updateRow k (fun i => if i = k then p else -w i)
```

This is the building block for a single step. It is the identity matrix except in row k, which has p on the diagonal and −w_i at every other position i. Applied to y, it leaves all coordinates alone except coordinate k, which becomes

p y_k − Σ_{i≠k} w_i y_i.

The value w_k does not enter the matrix, but it will be set to 1 below.

```lean
omit [DecidableEq n] in
/-- A translation belongs to the supercell exactly when it is `M y` for an integer vector `y`. -/
theorem mem_supercell (M : Matrix n n ℤ) (x : n → ℤ) :
    x ∈ supercell M ↔ ∃ y, M *ᵥ y = x := Iff.rfl
```

A vector x is a supercell translation exactly when x = M y for some integer vector y. In Lean, `*ᵥ` is a matrix acting on a vector, and `Iff.rfl` says that the two sides agree by definition.

## One elementary enlargement

```lean
/-- The elementary enlargement has determinant `p`. -/
theorem det_enlargement (k : n) (p : ℤ) (w : n → ℤ) : (enlargement k p w).det = p := by
  rw [enlargement, ← Matrix.cramer_transpose_apply, Matrix.transpose_one, Matrix.cramer_one]
  simp
```

By hand, expand the determinant along column k. Its only nonzero entry is p, on the diagonal, and the remaining minor is that of an identity matrix. Hence the determinant is p.

Lean reaches the same value through Cramer's rule. The determinant of the identity with row k replaced by a vector b is component k of the solution of 1·z = b, which is b_k. Here b_k = p.

```lean
/-- If `w k = 1`, the translations kept by the elementary enlargement are the integer
vectors `x` for which `p` divides `w · x`. -/
theorem mem_enlargement {k : n} {w : n → ℤ} (hw : w k = 1) (p : ℤ) (x : n → ℤ) :
    x ∈ supercell (enlargement k p w) ↔ p ∣ w ⬝ᵥ x := by
  -- changing one coordinate of a vector changes its product with `w` by one term
  have dot : ∀ (y : n → ℤ) (a : ℤ),
      w ⬝ᵥ Function.update y k a = w ⬝ᵥ y + (a - y k) := by
    intro y a
    have e : Function.update y k a = y + Pi.single k (a - y k) := by
      ext i
      by_cases h : i = k
      · subst h
        simp
      · simp [h]
    rw [e, dotProduct_add, dotProduct_single, hw, one_mul]
  -- the enlargement changes only coordinate `k`
  have act : ∀ y : n → ℤ, enlargement k p w *ᵥ y
      = Function.update y k ((p + 1) * y k - w ⬝ᵥ y) := by
    intro y
    ext i
    by_cases h : i = k
    · rw [h, Function.update_self]
      change ∑ j, enlargement k p w k j * y j = (p + 1) * y k - ∑ j, w j * y j
      have e : ∀ j, enlargement k p w k j * y j
          = (if j = k then (p + 1) * y j else 0) - w j * y j := by
        intro j
        simp only [enlargement, Matrix.updateRow_self]
        split_ifs with hj
        · rw [hj, hw]
          ring
        · ring
      simp only [e, Finset.sum_sub_distrib, Finset.sum_ite_eq', Finset.mem_univ, if_true]
    · simp [Matrix.mulVec, dotProduct, enlargement, Matrix.one_apply, h]
  rw [mem_supercell]
  constructor
  · rintro ⟨y, rfl⟩
    refine ⟨y k, ?_⟩
    rw [act, dot]
    ring
  · rintro ⟨c, hc⟩
    refine ⟨Function.update x k c, ?_⟩
    have e : (p + 1) * c - (w ⬝ᵥ x + (c - x k)) = x k := by
      rw [hc]
      ring
    rw [act, dot, Function.update_self, e, Function.update_idem, Function.update_eq_self]
```

The symbol `⬝ᵥ` is the dot product, and `∣` means "divides". Write P for the elementary enlargement. The theorem says that, if w_k = 1,

x ∈ supercell P ⇔ p divides w·x.

The enlargement therefore keeps the translations that satisfy one divisibility condition. Since w_k = 1, the changed coordinate can be written

(P y)_k = (p + 1) y_k − w·y.

For the forward direction, let x = P y. Only coordinate k has changed, and it enters w·x with weight 1, so

w·x = w·y + (P y)_k − y_k = p y_k.

For the converse, let w·x = p c with c an integer. Take y to be x with coordinate k replaced by c. Then

w·y = p c + c − x_k,

(P y)_k = (p + 1) c − (p c + c − x_k) = x_k.

The other coordinates already agree, so P y = x.

In the proof, `dot` is the rule for the dot product after one coordinate is changed, and `act` is the formula for P y. `Function.update y k a` means y with coordinate k set to a. The two directions after `constructor` are the two calculations above, with `ring` doing the algebra.

```lean
/-- If `w k = 1`, the translations of the elementary enlargement have index `p` in the
primitive lattice, where index `0` stands for infinite index. -/
theorem index_enlargement {k : n} {w : n → ℤ} (hw : w k = 1) (p : ℕ) :
    (supercell (enlargement k (p : ℤ) w)).index = p := by
  -- the sublattice is the kernel of `x ↦ w · x mod p`
  let f : (n → ℤ) →+ ZMod p :=
    { toFun := fun x => ((w ⬝ᵥ x : ℤ) : ZMod p)
      map_zero' := by simp
      map_add' := fun x y => by rw [dotProduct_add, Int.cast_add] }
  have hker : supercell (enlargement k (p : ℤ) w) = f.ker := by
    ext x
    rw [mem_enlargement hw, AddMonoidHom.mem_ker]
    exact (CharP.intCast_eq_zero_iff (ZMod p) p _).symm
  have hsurj : Function.Surjective f := by
    intro z
    obtain ⟨a, ha⟩ := ZMod.intCast_surjective z
    refine ⟨Pi.single k a, ?_⟩
    change ((w ⬝ᵥ Pi.single k a : ℤ) : ZMod p) = z
    rw [dotProduct_single, hw, one_mul, ha]
  rw [hker, AddSubgroup.index_ker, AddMonoidHom.range_eq_top.2 hsurj,
    AddSubgroup.card_top, Nat.card_zmod]
```

The index of a sublattice is the number of classes into which it divides the primitive lattice. For a supercell this is the number of primitive cells it contains. The theorem gives the value p for any natural number p, and Lean's convention of writing infinite index as 0 makes it true at p = 0 as well.

By hand, consider the map

f(x) = w·x mod p.

It respects addition, and its kernel is the supercell by the previous theorem. It takes every value, because the vector with a at position k and zeros elsewhere is sent to a mod p. The classes of the supercell therefore correspond to the p residues.

In Lean, `ZMod p` is the ring of residues. The steps `hker` and `hsurj` establish the kernel and the surjectivity, and the last lines count the residues.

## Finding the divisibility condition for a given matrix

```lean
/-- If a prime `p` divides `det M`, there is an integer vector `w` with an entry equal to `1`
whose product with every column of `M` is divisible by `p`. -/
theorem exists_covector {p : ℕ} (hp : p.Prime) (M : Matrix n n ℤ) (h : (p : ℤ) ∣ M.det) :
    ∃ (k : n) (w : n → ℤ), w k = 1 ∧ ∀ j, (p : ℤ) ∣ w ⬝ᵥ (fun i => M i j) := by
  have := Fact.mk hp
  -- modulo `p` the matrix is singular, so it has a left null vector
  have h0 : (M.map (Int.castRingHom (ZMod p))).det = 0 := by
    rw [← RingHom.mapMatrix_apply, ← RingHom.map_det]
    exact (CharP.intCast_eq_zero_iff (ZMod p) p _).2 h
  obtain ⟨v, hv, hvM⟩ := Matrix.exists_vecMul_eq_zero_iff.2 h0
  obtain ⟨k, hk⟩ := Function.ne_iff.1 hv
  have hk' : v k ≠ 0 := hk
  -- scale it to have an entry `1` and lift it to the integers
  obtain ⟨w, hwk, hw⟩ : ∃ w : n → ℤ, w k = 1 ∧ ∀ i, (w i : ZMod p) = v i / v k := by
    choose l hl using ZMod.intCast_surjective (n := p)
    refine ⟨Function.update (fun i => l (v i / v k)) k 1, by simp, fun i => ?_⟩
    by_cases hi : i = k
    · rw [hi, Function.update_self, div_self hk', Int.cast_one]
    · rw [Function.update_of_ne hi, hl]
  refine ⟨k, w, hwk, fun j => (CharP.intCast_eq_zero_iff (ZMod p) p _).1 ?_⟩
  have hj : ∑ i, v i * (M i j : ZMod p) = 0 := by
    simpa [Matrix.vecMul, dotProduct] using congrFun hvM j
  calc ((w ⬝ᵥ (fun i => M i j) : ℤ) : ZMod p)
      = ∑ i, (w i : ZMod p) * (M i j : ZMod p) := by simp [dotProduct]
    _ = (v k)⁻¹ * ∑ i, v i * (M i j : ZMod p) := by
        rw [Finset.mul_sum]
        refine Finset.sum_congr rfl fun i _ => ?_
        rw [hw]
        ring
    _ = 0 := by rw [hj, mul_zero]
```

Now M is given, and a prime p divides det M. The theorem produces an axis k and an integer vector w with w_k = 1 such that, for every column j,

p divides Σ_i w_i M_ij.

To find w, reduce M modulo p. Its determinant becomes zero, and the residues modulo a prime form a field, so there is a nonzero vector v of residues with

Σ_i v_i M_ij = 0 mod p for every j.

Choose k with v_k ≠ 0 and divide v by v_k. Lift the resulting residues to integers w_i, choosing the integer 1 at position k. Then

Σ_i w_i M_ij = v_k⁻¹ Σ_i v_i M_ij = 0 mod p.

The Lean proof follows this order. `h0` is the vanishing determinant, `Matrix.exists_vecMul_eq_zero_iff` supplies v, and `choose` picks an integer for each residue. The closing `calc` block is the last displayed equation.

```lean
/-- If a prime `p` divides `det M`, then `M = P Q` with integer matrices `P` and `Q`, where
`P` has determinant `p` and its translations have index `p` in the primitive lattice. -/
theorem exists_prime_factor {p : ℕ} (hp : p.Prime) (M : Matrix n n ℤ)
    (h : (p : ℤ) ∣ M.det) :
    ∃ P Q : Matrix n n ℤ, P.det = p ∧ (supercell P).index = p ∧ M = P * Q := by
  obtain ⟨k, w, hw, hM⟩ := exists_covector hp M h
  -- every column of `M` is a translation of the enlarged cell
  have hcol := fun j => (mem_supercell _ _).1 ((mem_enlargement hw (p : ℤ) _).2 (hM j))
  choose y hy using hcol
  refine ⟨enlargement k p w, Matrix.of fun i j => y j i, det_enlargement k p w,
    index_enlargement hw p, ?_⟩
  ext i j
  exact (congrFun (hy j) i).symm
```

This is the single-step factorisation. If a prime p divides det M, there are integer matrices P and Q with

M = P Q, det P = p,

and the translations of P have index p. The case det M = 0 is included.

The preceding results supply all the parts. Take k and w from the previous theorem and let P be the elementary enlargement built from them. Each column m_j of M satisfies p ∣ w·m_j, so it is a translation of P, and m_j = P q_j for some integer vector q_j. The matrix Q with columns q_j gives M = P Q.

In the code `y j` is the vector q_j, and `Matrix.of fun i j => y j i` places these vectors in columns. Physically, Q contains the edges of the large cell measured in the edges of the intermediate cell P.

## Repeating the step in any chosen order

```lean
/-- For every ordered list of primes with product `|det M|`, the matrix `M` is a product of
integer matrices with these determinants and indices, in this order, times an integer matrix
of determinant `1` or `-1`. -/
theorem exists_prime_path (ps : List ℕ) (hps : ∀ p ∈ ps, p.Prime) (M : Matrix n n ℤ)
    (h : M.det.natAbs = ps.prod) :
    ∃ (Ps : List (Matrix n n ℤ)) (U : Matrix n n ℤ),
      Ps.map Matrix.det = ps.map (fun p : ℕ => (p : ℤ)) ∧
      Ps.map (fun P => (supercell P).index) = ps ∧
      IsUnit U.det ∧ M = Ps.prod * U := by
  induction ps generalizing M with
  | nil => exact ⟨[], M, rfl, rfl, Int.isUnit_iff_natAbs_eq.2 (by simpa using h), by simp⟩
  | cons p ps ih =>
    have hp : p.Prime := hps p (by simp)
    rw [List.prod_cons] at h
    -- split off one step of index `p`, then treat the remaining factor
    obtain ⟨P, Q, hP, hi, rfl⟩ := exists_prime_factor hp M
      (Int.natCast_dvd.2 (h ▸ dvd_mul_right p ps.prod))
    rw [Matrix.det_mul, hP, Int.natAbs_mul, Int.natAbs_natCast] at h
    obtain ⟨Ps, U, h1, h2, hU, hQ⟩ := ih (fun q hq => hps q (by simp [hq])) Q
      (Nat.eq_of_mul_eq_mul_left hp.pos h)
    refine ⟨P :: Ps, U, ?_, ?_, hU, ?_⟩
    · rw [List.map_cons, List.map_cons, hP, h1]
    · rw [List.map_cons, hi, h2]
    · rw [List.prod_cons, Matrix.mul_assoc, ← hQ]
```

Here `ps` is a list of primes p₁, …, p_r, with repetitions allowed, whose product is |det M|. The conclusion is a factorisation

M = P₁ P₂ ⋯ P_r U, with det P_i = p_i and det U = ±1.

The translations of each P_i have index p_i in ℤⁿ. The two equations with `map` compare whole lists, so they fix the order as well as the values. `IsUnit U.det` says that det U is invertible among the integers, which means 1 or −1. Any minus sign in det M is carried by U. No separate condition det M ≠ 0 is needed, because a product of primes is positive.

The proof is by induction on the list. If the list is empty, its product is 1, so |det M| = 1 and U = M. Otherwise the first prime p divides det M, and the single-step theorem gives M = P Q. Taking determinants,

p |det Q| = p · (product of the remaining primes).

Cancelling p shows that Q satisfies the hypothesis for the shorter list. Its factorisation, with P placed in front, is the one required. The words `generalizing M` allow the induction hypothesis to be used for Q instead of the original M.

Read from left to right, the factors describe successive cells. P₁ enlarges the primitive cell, and P₂ is written in the edge coordinates of the cell P₁. Since P₁ is invertible over the rational numbers, multiplying by it preserves the index, so the lattice of P₁ P₂ has index p₂ in that of P₁. The same reasoning applies at each later stage; it is an ordinary argument added here to interpret the factors.

```lean
/-- Every supercell with nonzero determinant has the same translations as a product of
successive enlargements, each of prime index. -/
theorem supercell_reached_by_prime_steps (M : Matrix n n ℤ) (hM : M.det ≠ 0) :
    ∃ Ps : List (Matrix n n ℤ),
      (∀ P ∈ Ps, (supercell P).index.Prime) ∧ supercell M = supercell Ps.prod := by
  obtain ⟨Ps, U, -, hi, hU, hMU⟩ := exists_prime_path M.det.natAbs.primeFactorsList
    (fun p hp => Nat.prime_of_mem_primeFactorsList hp) M
    (Nat.prod_primeFactorsList (Int.natAbs_ne_zero.2 hM)).symm
  refine ⟨Ps, fun P hP => ?_, ?_⟩
  · have h := List.mem_map_of_mem (f := fun P => (supercell P).index) hP
    rw [hi] at h
    exact Nat.prime_of_mem_primeFactorsList h
  · -- the unimodular factor only changes the basis of the same lattice
    ext x
    rw [mem_supercell, mem_supercell, hMU]
    constructor
    · rintro ⟨y, rfl⟩
      exact ⟨U *ᵥ y, by rw [Matrix.mulVec_mulVec]⟩
    · rintro ⟨y, rfl⟩
      refine ⟨U⁻¹ *ᵥ y, ?_⟩
      rw [Matrix.mulVec_mulVec, Matrix.mul_assoc, Matrix.mul_nonsing_inv U hU, Matrix.mul_one]

end

end SupercellPrimeSteps
```

The final theorem returns to translations. For every M with det M ≠ 0 there is a list of integer matrices, each of prime index, whose product has the same translation lattice as M. If det M = ±1 the list is empty: its product is the identity, and the supercell is the primitive lattice, possibly with other edge vectors.

The proof applies the previous theorem to the prime factors of |det M|. Write Π for the product of the P_i, so that M = Π U. Every translation of M is one of Π, because

M y = Π (U y).

Conversely, U has determinant ±1, so U⁻¹ is again an integer matrix, and

Π y = M (U⁻¹ y).

The two lattices are therefore equal. In Lean, `ext x` reduces this equality to membership of a single vector x, and the two directions after `constructor` use these two formulas. The edge vectors of M and this Π may still differ, so the statement compares lattices. If |det M| > 1, one could also absorb U into the last factor, which keeps its index, and obtain M itself as the product. If |det M| = 1 there is no factor to absorb it, and the lattice statement covers both cases.

```lean
#print axioms SupercellPrimeSteps.supercell_reached_by_prime_steps
```

```
'SupercellPrimeSteps.supercell_reached_by_prime_steps' depends on axioms: [propext, Classical.choice, Quot.sound]
```
